# Transporting a density matrix to a new overlap with S'^(-1/2) S^(1/2) preserves idempotency and electron count

In a geometry optimisation or a Born-Oppenheimer molecular dynamics run with atom-centred basis functions, each move of the nuclei is followed by a new self-consistent field calculation, and the converged density matrix of the previous geometry is a natural starting point. The basis functions have moved with the atoms, however, so their overlap matrix has changed from S to S'. The old matrix D was built for S, and in the metric S' it generally describes neither a single determinant nor the right number of electrons. A Fock matrix can still be built from it, but the restart then generally begins from a density matrix that belongs to no Slater determinant.

For Hartree-Fock in a finite real basis that is linearly independent at the new geometry, the transformation below turns D into a matrix that meets both conditions at the new geometry. It says nothing about how close that matrix is to the new converged solution, or how many iterations remain.

## Idempotency in a non-orthogonal basis

The basis functions are labelled by a finite type `n`, and all matrices are real and square over `n`.

```lean
import Mathlib

open Matrix
open scoped MatrixOrder

namespace RestartDensity

noncomputable section

variable {n : Type*} [Fintype n] [DecidableEq n]
```

Let the columns of C hold the coefficients of the occupied orbitals of one spin. Orthonormality of these orbitals reads Cᵀ S C = 1. With D = C Cᵀ,

D S D = C (Cᵀ S C) Cᵀ = C Cᵀ = D,

and D is symmetric. The condition D S D = D says that every orbital is either fully occupied or empty. The trace tr(D S) = tr(Cᵀ S C) counts the occupied orbitals, which is the number of electrons of that spin. A closed-shell density matrix P = 2D has to be halved before it fits this convention.

The structure `IsDensity S D` records the two conditions and leaves the electron number free.

```lean
/-- A density matrix `D` for the overlap `S`: symmetric, and idempotent in the metric `S`,
that is `D S D = D`. -/
structure IsDensity (S D : Matrix n n ℝ) : Prop where
  symm : Dᵀ = D
  idem : D * S * D = D
```

## The square root and the transported matrix

An overlap matrix is positive semidefinite, and it is positive definite when the basis functions are linearly independent. It therefore has a positive semidefinite square root, written R = S^(1/2) for the old overlap and Q = S'^(1/2) for the new one. In Lean both are values of `root`, which is Mathlib's `CFC.sqrt`, so the existence of the root is not an assumption.

```lean
/-- The positive square root `S^(1/2)` of a positive semidefinite overlap matrix. -/
def root (S : Matrix n n ℝ) : Matrix n n ℝ := CFC.sqrt S
```

When S is positive definite, R D R is the density matrix in the symmetrically orthogonalised old basis. For this matrix idempotency takes its ordinary form, and the calculation also holds when S is only positive semidefinite:

(R D R)(R D R) = R (D S D) R = R D R.

The transport keeps this matrix and reads it as a density in the symmetrically orthogonalised new basis. Returning to the new basis functions gives

D' = Q⁻¹ R D R Q⁻¹.

```lean
/-- The transported density `S'^(-1/2) S^(1/2) D S^(1/2) S'^(-1/2)`, for a positive semidefinite
old overlap `S` and a positive definite new overlap `S'`. -/
def transport (S S' D : Matrix n n ℝ) : Matrix n n ℝ :=
  (root S')⁻¹ * root S * D * root S * (root S')⁻¹
```

Three properties of the root are needed. The first is its defining equation, R R = S. Mathlib states it for matrices with 0 ≤ S, which in the matrix order means positive semidefinite.

```lean
/-- The square root of a positive semidefinite overlap squares to the overlap. -/
theorem root_mul_root {S : Matrix n n ℝ} (hS : S.PosSemidef) : root S * root S = S :=
  CFC.sqrt_mul_sqrt_self S (Matrix.nonneg_iff_posSemidef.mpr hS)
```

The second is symmetry, Rᵀ = R. A positive semidefinite matrix is Hermitian, and for real entries the conjugate transpose is the transpose. The lemma has no hypothesis on S because `CFC.sqrt` returns the zero matrix when its argument is not positive semidefinite.

```lean
/-- The square root of an overlap matrix is symmetric. -/
theorem root_transpose (S : Matrix n n ℝ) : (root S)ᵀ = root S := by
  have h : (root S).PosSemidef := Matrix.nonneg_iff_posSemidef.mp (CFC.sqrt_nonneg S)
  have h' : (root S)ᴴ = root S := h.isHermitian
  rwa [Matrix.conjTranspose_eq_transpose_of_trivial] at h'
```

The third is invertibility for a positive definite S. Taking determinants of R R = S gives

(det R)² = det S > 0,

so det R ≠ 0.

```lean
/-- The square root of a positive definite overlap is invertible. -/
theorem root_det_isUnit {S : Matrix n n ℝ} (hS : S.PosDef) : IsUnit (root S).det := by
  have h : (root S).det * (root S).det = S.det := by
    rw [← Matrix.det_mul, root_mul_root hS.posSemidef]
  exact isUnit_iff_ne_zero.2 fun h0 => hS.det_pos.ne' (by rw [← h, h0, mul_zero])
```

## The error made by reusing D unchanged

Suppose that D S D = D and that D is kept at the new overlap. Then

D (S' − S) D = D S' D − D S D = D S' D − D.

The idempotency defect is linear in the change of overlap and vanishes exactly when D (S' − S) D does. Neither symmetry of D nor positivity of the overlaps enters, so `reuse_defect` assumes only the idempotency `hD`.

```lean
omit [DecidableEq n] in
/-- If `D` is idempotent in the old overlap `S`, its idempotency defect in a new overlap `S'`
is `D (S' - S) D`. -/
theorem reuse_defect {S D : Matrix n n ℝ} (S' : Matrix n n ℝ) (hD : D * S * D = D) :
    D * S' * D - D = D * (S' - S) * D := by
  rw [Matrix.mul_sub, Matrix.sub_mul, hD]
```

## The transported matrix is a density for S'

Let S be positive semidefinite, S' positive definite, and D a density matrix for S. Symmetry of D' follows by transposing the product, since R, Q⁻¹ and D are all symmetric. For idempotency, write S' = Q Q:

D' S' D' = Q⁻¹ R D R (Q⁻¹ Q)(Q Q⁻¹) R D R Q⁻¹
= Q⁻¹ R (D R R D) R Q⁻¹
= Q⁻¹ R (D S D) R Q⁻¹
= Q⁻¹ R D R Q⁻¹ = D'.

The electron count follows from the cyclic property of the trace:

tr(D' S') = tr(Q⁻¹ R D R Q⁻¹ Q Q) = tr(Q⁻¹ R D R Q) = tr(R D R Q Q⁻¹) = tr(R D R) = tr(D R R) = tr(D S).

In `transport_isDensity` the hypotheses `hS`, `hS'` and `hD` are the three assumptions just made, and the conclusion joins `IsDensity S' (transport S S' D)` with the equality of traces. The proof first replaces the two roots by the letters `R` and `Q`, keeping only their squares, their symmetry and the cancellations `h1` (Q⁻¹ Q = 1) and `h2` (Q Q⁻¹ = 1). The two `calc` blocks then follow the displayed lines, with `Matrix.mul_assoc` moving the brackets.

```lean
/-- Let the old overlap `S` be positive semidefinite and the new overlap `S'` positive definite.
The transport of a density matrix for `S` is a density matrix for `S'` with the same
electron count `tr(D S)`. -/
theorem transport_isDensity {S S' D : Matrix n n ℝ} (hS : S.PosSemidef) (hS' : S'.PosDef)
    (hD : IsDensity S D) :
    IsDensity S' (transport S S' D) ∧ (transport S S' D * S').trace = (D * S).trace := by
  have hR := root_mul_root hS
  have hQ := root_mul_root hS'.posSemidef
  have h1 := Matrix.nonsing_inv_mul (root S') (root_det_isUnit hS')
  have h2 := Matrix.mul_nonsing_inv (root S') (root_det_isUnit hS')
  have hRt := root_transpose S
  have hQt := root_transpose S'
  unfold transport
  generalize root S = R at *
  generalize root S' = Q at *
  refine ⟨⟨?_, ?_⟩, ?_⟩
  · simp only [Matrix.transpose_mul, Matrix.transpose_nonsing_inv, hRt, hQt, hD.symm,
      Matrix.mul_assoc]
  · -- the new roots cancel against the new overlap, and the old idempotency remains
    calc Q⁻¹ * R * D * R * Q⁻¹ * S' * (Q⁻¹ * R * D * R * Q⁻¹)
        = Q⁻¹ * R * D * R * (Q⁻¹ * Q) * (Q * Q⁻¹) * R * D * R * Q⁻¹ := by
          rw [← hQ]; simp only [Matrix.mul_assoc]
      _ = Q⁻¹ * R * (D * (R * R) * D) * R * Q⁻¹ := by
          rw [h1, h2]; simp only [Matrix.mul_assoc, Matrix.one_mul]
      _ = Q⁻¹ * R * D * R * Q⁻¹ := by rw [hR, hD.idem]
  · -- the electron count follows from cyclicity of the trace
    calc (Q⁻¹ * R * D * R * Q⁻¹ * S').trace
        = (Q⁻¹ * R * D * R * (Q⁻¹ * Q) * Q).trace := by
          rw [← hQ]; simp only [Matrix.mul_assoc]
      _ = (Q⁻¹ * (R * D * R * Q)).trace := by
          rw [h1]; simp only [Matrix.mul_assoc, Matrix.one_mul]
      _ = (R * D * R * (Q * Q⁻¹)).trace := by
          rw [Matrix.trace_mul_comm]; simp only [Matrix.mul_assoc]
      _ = (R * (D * R)).trace := by rw [h2, Matrix.mul_one, Matrix.mul_assoc]
      _ = (D * S).trace := by rw [Matrix.trace_mul_comm, Matrix.mul_assoc, hR]
```

The old basis may be linearly dependent, but for the new one positive semidefiniteness is not enough. Take two orthonormal orbitals, both occupied, so that S = D = 1 and tr(D S) = 2. Let them coincide at the new geometry, so that all four entries of S' equal 1. If D' S' D' = D', then D' S' is a projector, and its trace equals its rank, which is at most the rank of S', namely 1. No choice of D' can keep the count at 2. What the example rules out is a new overlap whose rank is smaller than the number of occupied orbitals.

The statement could also have been modelled with general factorisations S = Aᵀ A and S' = Bᵀ B, where B is invertible, and with

D' = B⁻¹ A D Aᵀ (Bᵀ)⁻¹.

The same cancellations give symmetry, idempotency and the electron count, and Cholesky factors become admissible. The restart density would then depend on the factors chosen; with Cholesky factors it can change when the basis functions are reordered. The positive square root fixes a single D'. This variant and the coinciding orbitals are argued here in prose alone.

## Transport back, and what transport does not repair

If both overlaps are positive definite, R is invertible as well. Carrying D' from S' back to S gives

R⁻¹ Q (Q⁻¹ R D R Q⁻¹) Q R⁻¹ = R⁻¹ R D R R⁻¹ = D.

This holds for every matrix D, whether or not it is a density matrix. In Lean the return journey is `transport S' S`, with the overlaps exchanged.

```lean
/-- For positive definite overlaps, transport to the new geometry and back recovers the
original matrix. -/
theorem transport_back {S S' : Matrix n n ℝ} (hS : S.PosDef) (hS' : S'.PosDef)
    (D : Matrix n n ℝ) : transport S' S (transport S S' D) = D := by
  have h1 := Matrix.nonsing_inv_mul (root S') (root_det_isUnit hS')
  have h2 := Matrix.mul_nonsing_inv (root S') (root_det_isUnit hS')
  have h3 := Matrix.nonsing_inv_mul (root S) (root_det_isUnit hS)
  have h4 := Matrix.mul_nonsing_inv (root S) (root_det_isUnit hS)
  unfold transport
  generalize root S = R at *
  generalize root S' = Q at *
  calc R⁻¹ * Q * (Q⁻¹ * R * D * R * Q⁻¹) * Q * R⁻¹
      = R⁻¹ * (Q * Q⁻¹) * R * D * R * (Q⁻¹ * Q) * R⁻¹ := by simp only [Matrix.mul_assoc]
    _ = (R⁻¹ * R) * D * (R * R⁻¹) := by
        rw [h1, h2]; simp only [Matrix.mul_assoc, Matrix.one_mul]
    _ = D := by rw [h3, h4, Matrix.one_mul, Matrix.mul_one]
```

It follows that D' is a density matrix for S' exactly when D is one for S. One direction is the theorem on transported densities. For the other, apply that theorem to D' with the overlaps exchanged: the matrix carried back is a density matrix for S, and it equals D. Transport therefore does not purify. If the old matrix fails to be symmetric and idempotent in its own metric, the new one fails in the new metric too.

```lean
/-- For positive definite overlaps, the transported matrix is a density matrix at the new
geometry exactly when the original one is a density matrix at the old geometry. -/
theorem transport_isDensity_iff {S S' D : Matrix n n ℝ} (hS : S.PosDef) (hS' : S'.PosDef) :
    IsDensity S' (transport S S' D) ↔ IsDensity S D := by
  refine ⟨fun h => ?_, fun h => (transport_isDensity hS.posSemidef hS' h).1⟩
  have hb := (transport_isDensity hS'.posSemidef hS h).1
  rwa [transport_back hS hS'] at hb
```

## Two orbitals whose overlap changes

The smallest case with a changing overlap has two normalised orbitals φ₀ and φ₁ with mutual overlap s. The overlap matrix has 1 on the diagonal and s off it.

```lean
/-- The overlap matrix of two normalised orbitals with mutual overlap `s`. -/
def dimerOverlap (s : ℝ) : Matrix (Fin 2) (Fin 2) ℝ := !![1, s; s, 1]
```

For −1 < s < 1 the normalised sum of the two orbitals is (φ₀ + φ₁)/√(2(1 + s)). Occupying it with one electron gives a density matrix whose four entries are all equal to 1/(2(1 + s)). The words "in-phase" and "bonding" in the Lean code refer to the case s > 0. For s < 0 the sum is the out-of-phase combination, and the formulas hold unchanged.

```lean
/-- The density matrix of the normalised in-phase combination of two normalised orbitals with
overlap `s ≠ -1`: all entries equal `1 / (2 (1 + s))`. -/
def bondingDensity (s : ℝ) : Matrix (Fin 2) (Fin 2) ℝ := Matrix.of fun _ _ => (1 + s)⁻¹ / 2
```

Call this matrix D, and let S' be the overlap matrix for a new value t. The entries of S' add up to 2(1 + t), so

D S' D = ((1 + t)/(1 + s)) D,
tr(D S') = (1 + t)/(1 + s).

Since D is not zero, D S' D = D holds only if the factor is 1, that is, if t = s. When the orbitals move apart and the overlap falls from s = 0.6 to t = 0.5, the reused matrix holds 1.5/1.6 = 0.9375 electrons instead of one.

The theorem `bonding_reuse` needs only s ≠ −1 and places no restriction on t. It states the trace formula multiplied through by 1 + s. The step `key` is the first displayed equation, obtained entry by entry, and the equivalence with t = s comes from comparing the entries with indices 0, 0.

```lean
/-- The bonding density for overlap `s ≠ -1`, reused at overlap `t`, has the electron count
`(1 + t) / (1 + s)`, and it is idempotent in the new metric exactly when `t = s`. -/
theorem bonding_reuse {s : ℝ} (hs : s ≠ -1) (t : ℝ) :
    (1 + s) * (bondingDensity s * dimerOverlap t).trace = 1 + t ∧
    (bondingDensity s * dimerOverlap t * bondingDensity s = bondingDensity s ↔ t = s) := by
  have hc : (1 + s) * (1 + s)⁻¹ = 1 :=
    mul_inv_cancel₀ fun h => hs (by linarith)
  have h00 : dimerOverlap t 0 0 = 1 := rfl
  have h01 : dimerOverlap t 0 1 = t := rfl
  have h10 : dimerOverlap t 1 0 = t := rfl
  have h11 : dimerOverlap t 1 1 = 1 := rfl
  -- reuse rescales the density by the ratio of the two normalisations
  have key : bondingDensity s * dimerOverlap t * bondingDensity s
      = ((1 + t) * (1 + s)⁻¹) • bondingDensity s := by
    ext i j
    simp only [Matrix.mul_apply, Matrix.smul_apply, Fin.sum_univ_two, h00, h01, h10, h11,
      bondingDensity, Matrix.of_apply, smul_eq_mul]
    ring
  refine ⟨?_, fun h => ?_, fun h => ?_⟩
  · simp only [Matrix.trace_fin_two, Matrix.mul_apply, Fin.sum_univ_two, h00, h01, h10, h11,
      bondingDensity, Matrix.of_apply]
    linear_combination (1 + t) * hc
  · rw [key] at h
    have h' : (1 + t) * (1 + s)⁻¹ * ((1 + s)⁻¹ / 2) = (1 + s)⁻¹ / 2 :=
      congr_fun (congr_fun h 0) 0
    generalize (1 + s)⁻¹ = c at h' hc
    linear_combination 2 * (1 + s) ^ 2 * h' - (1 + t) * ((1 + s) * c + 1) * hc + (1 + s) * hc
  · rw [key, h, hc, one_smul]
```

It remains to confirm that D is a valid density at its own overlap, and that this overlap is positive definite for −1 < s < 1. For a vector x with components x₀ and x₁, completing the square gives

xᵀ S x = x₀² + 2 s x₀ x₁ + x₁² = (x₀ + s x₁)² + (1 − s²) x₁².

If x₁ ≠ 0, the second term is positive. If x₁ = 0 and x ≠ 0, then x₀ ≠ 0 and the first term is positive. The proof makes the same case distinction. Idempotency and tr(D S) = 1 are the previous result at t = s.

The model thus supplies explicit matrices that satisfy the assumptions of `transport_isDensity`. For any t with −1 < t < 1, transporting D to the new overlap gives an idempotent matrix that holds exactly one electron, whereas D itself does so only at t = s.

```lean
/-- For `-1 < s < 1` the two-orbital overlap is positive definite, and the bonding density is a
density matrix for it with `tr(D S) = 1`. -/
theorem bonding_witness {s : ℝ} (h1 : -1 < s) (h2 : s < 1) :
    (dimerOverlap s).PosDef ∧ IsDensity (dimerOverlap s) (bondingDensity s) ∧
    (bondingDensity s * dimerOverlap s).trace = 1 := by
  obtain ⟨htr, hid⟩ := bonding_reuse h1.ne' s
  refine ⟨?_, ⟨rfl, hid.2 rfl⟩, ?_⟩
  · rw [Matrix.posDef_iff_dotProduct_mulVec]
    constructor
    · show (dimerOverlap s)ᴴ = dimerOverlap s
      ext i j
      fin_cases i <;> fin_cases j <;> simp [dimerOverlap]
    · intro x hx
      -- complete the square
      have e : star x ⬝ᵥ (dimerOverlap s *ᵥ x)
          = (x 0 + s * x 1) ^ 2 + (1 - s ^ 2) * x 1 ^ 2 := by
        simp [dimerOverlap, Matrix.mulVec, dotProduct, Fin.sum_univ_two]
        ring
      rw [e]
      by_cases hx1 : x 1 = 0
      · have hx0 : x 0 ≠ 0 := fun h0 => hx (by ext i; fin_cases i <;> simp [h0, hx1])
        have hp : 0 < x 0 ^ 2 := by positivity
        rw [hx1]
        nlinarith
      · have hp : 0 < x 1 ^ 2 := by positivity
        have hq : 0 < 1 - s ^ 2 := by nlinarith
        nlinarith [mul_pos hq hp, sq_nonneg (x 0 + s * x 1)]
  · have hne : 1 + s ≠ 0 := by linarith
    exact mul_left_cancel₀ hne (by rw [htr, mul_one])

end

end RestartDensity
```

```lean
#print axioms RestartDensity.reuse_defect
#print axioms RestartDensity.transport_isDensity
#print axioms RestartDensity.transport_isDensity_iff
```

```
'RestartDensity.reuse_defect' depends on axioms: [propext, Classical.choice, Quot.sound]
'RestartDensity.transport_isDensity' depends on axioms: [propext, Classical.choice, Quot.sound]
'RestartDensity.transport_isDensity_iff' depends on axioms: [propext, Classical.choice, Quot.sound]
```
